# Joint density of states of a one-dimensional chain with a cosine transition energy, with its divergences at both edges

## Transition energy, fraction of momenta and density

Consider an infinite chain with one valence and one conduction band, and optical transitions that conserve the crystal momentum $k$. The lattice constant is set to one, so $k$ is dimensionless and the Brillouin zone is $(-\pi,\pi)$. The transition energy, the difference between the two bands at the same $k$, is taken to be

$$\varepsilon(k) = E_g + 2t\,(1-\cos k), \qquad t>0 .$$

Here $E_g$ is the smallest transition energy, reached at $k=0$. The parameter $t$ sets the width: transition energies run from $E_g$ to $E_g+4t$. Below, "the band" without further qualification means this interval of transition energies, and its edges and centre are those of the interval, not of the valence or conduction band. If the conduction band rises as $2t_c(1-\cos k)$ and the valence band falls as $2t_v(1-\cos k)$, then $t=t_c+t_v$.

With $k$ uniformly distributed over the zone, the fraction of momenta whose transition energy lies below $E$ is

$$F(E)=\frac{1}{2\pi}\,\bigl|\{k\in(-\pi,\pi):\varepsilon(k)<E\}\bigr| ,$$

where the bars denote length. The joint density of states is the derivative $g(E)=F'(E)$. It counts one pair of bands without a spin factor and has the unit of an inverse energy.

## The closed forms and their derivation

For $E_g<E<E_g+4t$,

$$F(E)=\frac1\pi\arccos\!\Bigl(1-\frac{E-E_g}{2t}\Bigr),\qquad g(E)=\frac{1}{\pi\sqrt{(E-E_g)(E_g+4t-E)}} ,$$

and $g(E)\to+\infty$ as $E$ approaches either edge from inside the band.

**The fraction.** Put $x=1-(E-E_g)/(2t)$. Inside the band $0<E-E_g<4t$, hence $-1<x<1$. Since $2t>0$,

$$\varepsilon(k)<E \iff 1-\cos k<\frac{E-E_g}{2t} \iff \cos k>x .$$

The cosine is even and strictly decreasing on $[0,\pi]$, so for $|k|\le\pi$ the last condition says $|k|<\arccos x$. The allowed momenta form the interval $(-\arccos x,\arccos x)$, of length $2\arccos x$. Division by $2\pi$ gives $F(E)=\arccos(x)/\pi$.

**The density.** Since $dx/dE=-1/(2t)$ and $\frac{d}{dx}\arccos x=-1/\sqrt{1-x^2}$, the chain rule gives

$$g(E)=\frac{1}{\pi}\cdot\frac{1}{2t\sqrt{1-x^2}} .$$

Factoring $1-x^2=(1-x)(1+x)$ yields

$$(2t)^2(1-x^2)=(2t)^2\cdot\frac{E-E_g}{2t}\cdot\frac{4t-(E-E_g)}{2t}=(E-E_g)(E_g+4t-E),$$

and taking the square root gives the stated density.

**The edges and the minimum.** At each edge one factor under the root tends to zero while the other tends to $4t$. The root therefore tends to zero through positive values, and its reciprocal diverges. Completing the square,

$$(E-E_g)(E_g+4t-E)=4t^2-(E-E_g-2t)^2\le 4t^2 ,$$

so $g(E)\ge 1/(2\pi t)$, with equality only at the band centre $E=E_g+2t$.

**A numerical instance.** Take $E_g=1$ eV and $t=0.5$ eV, so the band runs from 1 to 3 eV. At $E=1.5$ eV, $x=0.5$ and $\arccos x=\pi/3$, so one third of the momenta have transition energies below $E$. The density there is $1/(\pi\sqrt{0.5\cdot1.5})\approx0.368$ per eV. At the centre, 2 eV, it is $1/\pi\approx0.318$ per eV.

**The parabolic limit.** Close to the lower edge, write $E=E_g+\delta$ with $0<\delta\ll t$. There $\varepsilon(k)\approx E_g+tk^2$, so the allowed momenta satisfy $|k|<\sqrt{\delta/t}$ approximately. This gives $F\approx\sqrt{\delta/t}/\pi$ and $g\approx1/(2\pi\sqrt{t\delta})$, the inverse-square-root singularity of a one-dimensional parabolic band. The estimate is an informal expansion; the theorems below establish the exact formula and the divergence.

For independent electrons with a filled valence band, an empty conduction band and a constant transition matrix element, $g$ determines the shape of the interband absorption of this chain, up to prefactors that depend on the photon energy. The closed form can also serve as a reference for testing momentum sampling and broadening in a numerical calculation on the same one-dimensional model.

## Definitions in Lean

The file works over the real numbers with Mathlib's Lebesgue measure.

```lean
import Mathlib

open Set Filter MeasureTheory
open scoped Real Topology

namespace JointDensityOfStates

noncomputable section
```

The transition energy is a function of three real numbers. Nothing requires `Eg` to be positive, although that is the case of interest for a semiconductor.

```lean
/-- Transition energy `Eg + 2t(1 - cos k)` at crystal momentum `k`, with value `Eg` at `k = 0` and
width parameter `t`. -/
def transitionEnergy (Eg t k : ℝ) : ℝ := Eg + 2 * t * (1 - Real.cos k)
```

In `fractionBelow`, `volume` is Lebesgue measure on the line, `Ioo (-π) π` is the open Brillouin zone, and `toReal` turns the measure, which could in general be infinite, into a real number. Dividing by `2 * π` expresses the uniform distribution of $k$. This is the continuum of momenta of an infinite chain; a finite ring would have a discrete set instead.

```lean
/-- Fraction of the Brillouin zone `(-π, π)` in which the transition energy lies below `E`. -/
def fractionBelow (Eg t E : ℝ) : ℝ :=
  (volume {k : ℝ | k ∈ Ioo (-π) π ∧ transitionEnergy Eg t k < E}).toReal / (2 * π)
```

The density is defined as a derivative, so its closed form has to be proved. Mathlib's `deriv` returns zero where a function has no derivative, which is why differentiability inside the band is established separately below.

```lean
/-- Joint density of states: the derivative with respect to energy of the fraction of
momenta whose transition energy lies below `E`. -/
def jointDOS (Eg t E : ℝ) : ℝ := deriv (fractionBelow Eg t) E
```

## The fraction of momenta below a given energy

The hypothesis `hE : E ∈ Ioo Eg (Eg + 4 * t)` says that $E$ lies strictly inside the band. The first lemma derives $-1<x<1$ from it.

```lean
variable {Eg t E : ℝ}

/-- For `t > 0` and `E` inside the band, the number `1 - (E - Eg)/(2t)` lies strictly
between `-1` and `1`. -/
theorem cosine_bounds (ht : 0 < t) (hE : E ∈ Ioo Eg (Eg + 4 * t)) :
    -1 < 1 - (E - Eg) / (2 * t) ∧ 1 - (E - Eg) / (2 * t) < 1 := by
  have h0 : 0 < (E - Eg) / (2 * t) := div_pos (sub_pos.2 hE.1) (by positivity)
  have h2 : (E - Eg) / (2 * t) < 2 := by
    rw [div_lt_iff₀ (by positivity)]
    linarith [hE.2]
  constructor <;> linarith
```

The next lemma is the equivalence between $\varepsilon(k)<E$ and $|k|<\arccos x$, for $|k|\le\pi$. The proof replaces $\cos k$ by $\cos|k|$ and uses the monotonicity of the cosine on $[0,\pi]$ in both directions. From left to right it argues by contradiction: if $|k|\ge\arccos x$, then $\cos|k|\le x$, and the transition energy is not below $E$. From right to left, the strict inequality between the angles gives $\cos|k|>x$ directly.

```lean
/-- For `t > 0`, `E` inside the band and `|k| ≤ π`, the transition energy at `k` is below `E`
exactly when `|k|` is below `arccos (1 - (E - Eg)/(2t))`. -/
theorem transitionEnergy_lt_iff (ht : 0 < t) (hE : E ∈ Ioo Eg (Eg + 4 * t))
    {k : ℝ} (hk : |k| ≤ π) :
    transitionEnergy Eg t k < E ↔ |k| < Real.arccos (1 - (E - Eg) / (2 * t)) := by
  obtain ⟨h1, h2⟩ := cosine_bounds ht hE
  have hcos := Real.cos_arccos h1.le h2.le
  have hq : 2 * t * ((E - Eg) / (2 * t)) = E - Eg := by field_simp
  generalize (E - Eg) / (2 * t) = q at hcos hq ⊢
  unfold transitionEnergy
  rw [← Real.cos_abs k]
  -- the cosine is strictly decreasing on `[0, π]`
  constructor
  · intro h
    by_contra hc
    have hle := Real.cos_le_cos_of_nonneg_of_le_pi (Real.arccos_nonneg _) hk (not_lt.mp hc)
    rw [hcos] at hle
    nlinarith [mul_le_mul_of_nonneg_left hle ht.le]
  · intro h
    have hlt := Real.cos_lt_cos_of_nonneg_of_le_pi (abs_nonneg k) (Real.arccos_le_pi _) h
    rw [hcos] at hlt
    nlinarith [mul_lt_mul_of_pos_left hlt ht]
```

The set in the definition of `fractionBelow` can now be identified with the symmetric interval, which is the content of `hset`. `Real.volume_Ioo` supplies its length, and division by $2\pi$ leaves $\arccos(x)/\pi$.

```lean
/-- For `t > 0` and `Eg < E < Eg + 4t`, the fraction of momenta with transition energy
below `E` is `arccos (1 - (E - Eg)/(2t)) / π`. -/
theorem fractionBelow_eq (ht : 0 < t) (hE : E ∈ Ioo Eg (Eg + 4 * t)) :
    fractionBelow Eg t E = Real.arccos (1 - (E - Eg) / (2 * t)) / π := by
  have hset : {k : ℝ | k ∈ Ioo (-π) π ∧ transitionEnergy Eg t k < E} =
      Ioo (-Real.arccos (1 - (E - Eg) / (2 * t))) (Real.arccos (1 - (E - Eg) / (2 * t))) := by
    ext k
    constructor
    · rintro ⟨hk, h⟩
      exact abs_lt.mp ((transitionEnergy_lt_iff ht hE (abs_lt.mpr hk).le).mp h)
    · intro h
      have hk := abs_lt.mpr h
      have hπ := hk.trans_le (Real.arccos_le_pi _)
      exact ⟨abs_lt.mp hπ, (transitionEnergy_lt_iff ht hE hπ.le).mpr hk⟩
  have h0 := Real.arccos_nonneg (1 - (E - Eg) / (2 * t))
  unfold fractionBelow
  rw [hset, Real.volume_Ioo, ENNReal.toReal_ofReal (by linarith)]
  generalize Real.arccos (1 - (E - Eg) / (2 * t)) = a
  ring
```

Outside the band the fraction is constant: zero for $E\le E_g$ and one for $E\ge E_g+4t$. This confirms the normalisation. The value one is already reached at the upper edge itself: on the closed zone the transition energy equals $E_g+4t$ only at $k=\pm\pi$, and two points have zero length, so including them would not change the fraction.

```lean
/-- For `t > 0`, the fraction of momenta with transition energy below `E` is zero if `E ≤ Eg` and
one if `E ≥ Eg + 4t`. -/
theorem fractionBelow_outside (ht : 0 < t) :
    (E ≤ Eg → fractionBelow Eg t E = 0) ∧ (Eg + 4 * t ≤ E → fractionBelow Eg t E = 1) := by
  constructor
  · intro hE
    have hset : {k : ℝ | k ∈ Ioo (-π) π ∧ transitionEnergy Eg t k < E} = ∅ := by
      ext k
      constructor
      · rintro ⟨_, h⟩
        exfalso
        unfold transitionEnergy at h
        nlinarith [mul_nonneg ht.le (sub_nonneg.2 (Real.cos_le_one k))]
      · intro h
        exact False.elim h
    unfold fractionBelow
    rw [hset]
    simp
  · intro hE
    have hset : {k : ℝ | k ∈ Ioo (-π) π ∧ transitionEnergy Eg t k < E} = Ioo (-π) π := by
      ext k
      constructor
      · exact fun h => h.1
      · intro hk
        refine ⟨hk, ?_⟩
        have h := Real.cos_lt_cos_of_nonneg_of_le_pi (abs_nonneg k) le_rfl (abs_lt.mpr hk)
        rw [Real.cos_abs, Real.cos_pi] at h
        unfold transitionEnergy
        nlinarith [mul_lt_mul_of_pos_left h ht]
    have hπ := Real.pi_pos
    unfold fractionBelow
    rw [hset, Real.volume_Ioo, ENNReal.toReal_ofReal (by linarith),
      div_eq_one_iff_eq (by positivity)]
    ring
```

## The density inside the band

`HasDerivAt` states both that $F$ is differentiable at $E$ and what its derivative is. The proof follows the chain rule: `hx` is the derivative $-1/(2t)$ of the inner function, and `h` combines it with the derivative of the arccosine, which is available because $x\ne\pm1$. A derivative depends on values near $E$ and not only at $E$, so `hev` records that the closed form for $F$ holds throughout a neighbourhood of $E$. Finally, `hP` is the identity $(E-E_g)(E_g+4t-E)=(2t)^2(1-x^2)$, which brings the result into the stated form.

```lean
/-- For `t > 0` and `Eg < E < Eg + 4t`, the fraction of momenta below `E` has the energy
derivative `1 / (π √((E - Eg)(Eg + 4t - E)))`. -/
theorem hasDerivAt_fractionBelow (ht : 0 < t) (hE : E ∈ Ioo Eg (Eg + 4 * t)) :
    HasDerivAt (fractionBelow Eg t) (1 / (π * √((E - Eg) * (Eg + 4 * t - E)))) E := by
  obtain ⟨h1, h2⟩ := cosine_bounds ht hE
  have hx : HasDerivAt (fun y : ℝ => 1 - (y - Eg) / (2 * t)) (-(1 / (2 * t))) E :=
    (((hasDerivAt_id' E).sub_const Eg).div_const (2 * t)).const_sub 1
  have h := ((Real.hasDerivAt_arccos h1.ne' h2.ne).comp E hx).div_const π
  -- the closed form holds in a neighbourhood of `E`
  have hev : fractionBelow Eg t =ᶠ[𝓝 E]
      fun y => (Real.arccos ∘ fun y : ℝ => 1 - (y - Eg) / (2 * t)) y / π := by
    filter_upwards [Ioo_mem_nhds hE.1 hE.2] with y hy
    exact fractionBelow_eq ht hy
  -- rewrite the radicand through the two distances to the band edges
  have hP : (E - Eg) * (Eg + 4 * t - E) =
      (2 * t) ^ 2 * (1 - (1 - (E - Eg) / (2 * t)) ^ 2) := by
    have hq : 2 * t * ((E - Eg) / (2 * t)) = E - Eg := by field_simp
    generalize (E - Eg) / (2 * t) = q at hq ⊢
    linear_combination (-(4 * t - (E - Eg) - 2 * t * q)) * hq
  refine (h.congr_of_eventuallyEq hev).congr_deriv ?_
  rw [hP, Real.sqrt_mul (by positivity), Real.sqrt_sq (by positivity)]
  generalize √(1 - (1 - (E - Eg) / (2 * t)) ^ 2) = r
  ring
```

The formula for the joint density of states follows at once.

```lean
/-- For `t > 0` and `Eg < E < Eg + 4t`, the joint density of states is
`1 / (π √((E - Eg)(Eg + 4t - E)))`. -/
theorem jointDOS_eq (ht : 0 < t) (hE : E ∈ Ioo Eg (Eg + 4 * t)) :
    jointDOS Eg t E = 1 / (π * √((E - Eg) * (Eg + 4 * t - E))) :=
  (hasDerivAt_fractionBelow ht hE).deriv
```

## Divergence at the band edges

The two edges are treated together. The hypothesis `he`, that $(e-E_g)(E_g+4t-e)=0$, says that $e$ is one of them. The filter `𝓝[Ioo Eg (Eg + 4 * t)] e` describes an approach to $e$ through energies inside the band, and `atTop` stands for $+\infty$. The proof shows that the denominator $\pi\sqrt{(E-E_g)(E_g+4t-E)}$ tends to zero (`hc`) and is positive inside the band (`hp`), so that its reciprocal diverges.

```lean
/-- For `t > 0`, the joint density of states tends to infinity when a band edge `e` is
approached from inside the band. -/
theorem jointDOS_tendsto_edge (ht : 0 < t) {e : ℝ} (he : (e - Eg) * (Eg + 4 * t - e) = 0) :
    Tendsto (jointDOS Eg t) (𝓝[Ioo Eg (Eg + 4 * t)] e) atTop := by
  have hc : Tendsto (fun E : ℝ => π * √((E - Eg) * (Eg + 4 * t - E)))
      (𝓝[Ioo Eg (Eg + 4 * t)] e) (𝓝 0) := by
    have h : Continuous (fun E : ℝ => π * √((E - Eg) * (Eg + 4 * t - E))) := by fun_prop
    have h' := h.tendsto e
    simp only [he, Real.sqrt_zero, mul_zero] at h'
    exact h'.mono_left nhdsWithin_le_nhds
  have hp : ∀ᶠ E in 𝓝[Ioo Eg (Eg + 4 * t)] e,
      π * √((E - Eg) * (Eg + 4 * t - E)) ∈ Ioi (0 : ℝ) := by
    filter_upwards [self_mem_nhdsWithin] with E hE
    exact mul_pos Real.pi_pos
      (Real.sqrt_pos.2 (mul_pos (sub_pos.2 hE.1) (sub_pos.2 hE.2)))
  -- the reciprocal of a positive quantity tending to zero diverges
  refine (tendsto_inv_nhdsGT_zero.comp (tendsto_nhdsWithin_iff.2 ⟨hc, hp⟩)).congr' ?_
  filter_upwards [self_mem_nhdsWithin] with E hE
  exact ((jointDOS_eq ht hE).trans (one_div _)).symm
```

The same result is then stated as two one-sided limits: `𝓝[>] Eg` approaches the lower edge from above, and `𝓝[<] (Eg + 4 * t)` approaches the upper edge from below.

```lean
/-- For `t > 0`, the joint density of states diverges at the lower edge `Eg` from above and
at the upper edge `Eg + 4t` from below. -/
theorem jointDOS_diverges (ht : 0 < t) :
    Tendsto (jointDOS Eg t) (𝓝[>] Eg) atTop ∧
      Tendsto (jointDOS Eg t) (𝓝[<] (Eg + 4 * t)) atTop := by
  have hlt : Eg < Eg + 4 * t := by linarith
  constructor
  · rw [← nhdsWithin_Ioo_eq_nhdsGT hlt]
    exact jointDOS_tendsto_edge ht (by ring)
  · rw [← nhdsWithin_Ioo_eq_nhdsLT hlt]
    exact jointDOS_tendsto_edge ht (by ring)
```

## The minimum at the band centre

The last theorem gives the lower bound $1/(2\pi t)$ and the condition for equality. The bound follows from $\sqrt{(E-E_g)(E_g+4t-E)}\le2t$, which rests on the completed square. If equality holds, the root equals $2t$, so $(E-E_g-2t)^2=0$ and $E$ is the band centre. Conversely, substituting $E=E_g+2t$ turns the radicand into $(2t)^2$.

```lean
/-- For `t > 0` and `E` inside the band, the joint density of states is at least `1/(2πt)`,
with equality exactly at the band centre `E = Eg + 2t`. -/
theorem jointDOS_minimum (ht : 0 < t) (hE : E ∈ Ioo Eg (Eg + 4 * t)) :
    1 / (2 * π * t) ≤ jointDOS Eg t E ∧
      (jointDOS Eg t E = 1 / (2 * π * t) ↔ E = Eg + 2 * t) := by
  have hP : 0 < (E - Eg) * (Eg + 4 * t - E) := mul_pos (sub_pos.2 hE.1) (sub_pos.2 hE.2)
  have hs := Real.sqrt_pos.2 hP
  have hs2 := Real.sq_sqrt hP.le
  have hπ := Real.pi_pos
  rw [jointDOS_eq ht hE]
  constructor
  · have hle : √((E - Eg) * (Eg + 4 * t - E)) ≤ 2 * t :=
      Real.sqrt_le_iff.2 ⟨by positivity, by nlinarith [sq_nonneg (E - Eg - 2 * t)]⟩
    apply one_div_le_one_div_of_le (mul_pos hπ hs)
    linarith [mul_le_mul_of_nonneg_left hle hπ.le]
  · constructor
    · intro h
      rw [one_div, one_div, inv_inj] at h
      have h2 : √((E - Eg) * (Eg + 4 * t - E)) = 2 * t :=
        mul_left_cancel₀ hπ.ne' (by linarith)
      rw [h2] at hs2
      have h3 : (E - (Eg + 2 * t)) ^ 2 = 0 := by linear_combination hs2
      have h4 := (pow_eq_zero_iff two_ne_zero).mp h3
      linarith
    · intro h
      have h2 : (E - Eg) * (Eg + 4 * t - E) = (2 * t) ^ 2 := by rw [h]; ring
      rw [h2, Real.sqrt_sq (by positivity)]
      ring

end

end JointDensityOfStates
```

```lean
#print axioms JointDensityOfStates.fractionBelow_outside
-- 'JointDensityOfStates.fractionBelow_outside' depends on axioms: [propext, Classical.choice, Quot.sound]
#print axioms JointDensityOfStates.jointDOS_diverges
-- 'JointDensityOfStates.jointDOS_diverges' depends on axioms: [propext, Classical.choice, Quot.sound]
#print axioms JointDensityOfStates.jointDOS_minimum
-- 'JointDensityOfStates.jointDOS_minimum' depends on axioms: [propext, Classical.choice, Quot.sound]
```

The results concern the density of transition energies alone. Matrix elements that vary with $k$, electron–hole interaction and lifetime broadening would all alter a measured absorption spectrum, and broadening in particular replaces the divergences by finite peaks.
